# Matrices with at most $m$ and $k$ nonzeros per row: their product has at most $mk$ per row and takes at most $nmk$ multiplications for $n$ rows

Q: What counts as zero here? My density matrices have tails that decay but never quite vanish.

A: An entry is absent only if it is exactly zero. For a density matrix in a localised basis, that describes the matrix after its small elements have been discarded. The truncation error is not treated.

The matrices are finite, $A$ with rows `ι` and columns `κ`, $B$ with rows `κ` and columns `μ`. Entries lie in any ring `R`, so real and complex matrices are both covered.

```lean
import Mathlib

open Finset
open scoped Classical

namespace SparseProduct

noncomputable section

variable {ι κ μ R : Type*} [Fintype ι] [Fintype κ] [Fintype μ] [Ring R]
```

Q: And what stands for the cost?

A: Write $S_A(i)$ for the set of columns $j$ with $A_{ij}\neq0$; this is `rowSupport A i`. The cost is the number of triples $(i,j,l)$ with $A_{ij}$ and $B_{jl}$ both nonzero, collected in `productTriples`. Each is one scalar multiplication in a sparse product. Additions, index handling and memory traffic are not counted.

```lean
/-- The columns in which row `i` of the matrix `A` has a nonzero entry. -/
def rowSupport (A : Matrix ι κ R) (i : ι) : Finset κ :=
  univ.filter (fun j => A i j ≠ 0)

/-- The index triples `(i, j, l)` for which `A i j` and `B j l` are both nonzero. -/
def productTriples (A : Matrix ι κ R) (B : Matrix κ μ R) : Finset (ι × κ × μ) :=
  univ.filter (fun t => A t.1 t.2.1 ≠ 0 ∧ B t.2.1 t.2.2 ≠ 0)

omit [Fintype ι] in
/-- A column belongs to the row support exactly when the matrix entry there is nonzero. -/
theorem mem_rowSupport {A : Matrix ι κ R} {i : ι} {j : κ} :
    j ∈ rowSupport A i ↔ A i j ≠ 0 := by
  simp [rowSupport]
```

Q: Show me where the sparsity enters the product.

A: Terms with $A_{ij}=0$ contribute nothing, so
$$(AB)_{il}=\sum_j A_{ij}B_{jl}=\sum_{j\in S_A(i)}A_{ij}B_{jl}.$$
In Lean, `Finset.sum_subset` removes the vanishing terms.

```lean
omit [Fintype ι] [Fintype μ] in
/-- An entry of the product is obtained by summing only over the nonzero entries
in the corresponding row of the left factor. -/
theorem mul_apply_sparse (A : Matrix ι κ R) (B : Matrix κ μ R) (i : ι) (l : μ) :
    (A * B) i l = ∑ j ∈ rowSupport A i, A i j * B j l := by
  rw [Matrix.mul_apply]
  symm
  apply Finset.sum_subset (Finset.subset_univ _)
  intro j _ hj
  have h0 : A i j = 0 := by
    by_contra h
    exact hj (mem_rowSupport.2 h)
  rw [h0, zero_mul]
```

Now suppose $B_{jl}=0$ for every $j\in S_A(i)$. Then the whole sum vanishes, and $l$ is not in $S_{AB}(i)$. Therefore
$$S_{AB}(i)\subseteq\bigcup_{j\in S_A(i)}S_B(j).$$
The proof runs this by contradiction, starting from an $l$ outside the union.

```lean
omit [Fintype ι] in
/-- The nonzeros in row `i` of `A * B` lie in the union of the row supports of `B`
over the columns where row `i` of `A` is nonzero. -/
theorem rowSupport_mul_subset (A : Matrix ι κ R) (B : Matrix κ μ R) (i : ι) :
    rowSupport (A * B) i ⊆ (rowSupport A i).biUnion (fun j => rowSupport B j) := by
  intro l hl
  by_contra h
  apply mem_rowSupport.1 hl
  rw [mul_apply_sparse]
  apply Finset.sum_eq_zero
  intro j hj
  have hB : B j l = 0 := by
    by_contra hB
    exact h (Finset.mem_biUnion.2 ⟨j, hj, mem_rowSupport.2 hB⟩)
  rw [hB, mul_zero]
```

Q: That is only an inclusion. Is the cost also just estimated?

A: No, it has an exact formula. Fix $i$, then $j\in S_A(i)$; the allowed $l$ are those in $S_B(j)$. The number of triples is
$$T=\sum_i\sum_{j\in S_A(i)}|S_B(j)|.$$
Lean writes both sides as sums of zeros and ones and compares them according to whether $A_{ij}$ and $B_{jl}$ vanish.

```lean
/-- The number of triples with both factors nonzero is the sum of the row counts of `B`
over all nonzero positions of `A`. -/
theorem card_productTriples (A : Matrix ι κ R) (B : Matrix κ μ R) :
    (productTriples A B).card = ∑ i, ∑ j ∈ rowSupport A i, (rowSupport B j).card := by
  simp only [productTriples, rowSupport, Finset.card_filter, Fintype.sum_prod_type,
    Finset.sum_filter]
  refine Finset.sum_congr rfl fun i _ => Finset.sum_congr rfl fun j _ => ?_
  rcases eq_or_ne (A i j) 0 with h | h
  · simp [h]
  · rw [if_pos h]
    refine Finset.sum_congr rfl fun l _ => ?_
    by_cases h' : B j l = 0 <;> simp [h, h']
```

Q: Then the bounds follow by counting?

A: Yes. Assume $|S_A(i)|\le m$ and $|S_B(j)|\le k$ for all rows; these are `hA` and `hB`. They limit how many nonzeros a row has, not how far apart the orbitals concerned are, and are assumed, not derived from a Hamiltonian. With $n$ rows in $A$,
$$|S_{AB}(i)|\le\sum_{j\in S_A(i)}|S_B(j)|\le |S_A(i)|\,k\le mk,\qquad T\le\sum_i mk=nmk.$$
The two halves of the proof are these two chains, and $n$ is `Fintype.card ι`.

```lean
/-- If the rows of `A` have at most `m` nonzeros and those of `B` at most `k`, then the rows
of `A * B` have at most `m * k`, and the number of triples with both factors nonzero is
at most the number of rows of `A` times `m * k`. -/
theorem sparse_product {A : Matrix ι κ R} {B : Matrix κ μ R} {m k : ℕ}
    (hA : ∀ i, (rowSupport A i).card ≤ m) (hB : ∀ j, (rowSupport B j).card ≤ k) :
    (∀ i, (rowSupport (A * B) i).card ≤ m * k) ∧
      (productTriples A B).card ≤ Fintype.card ι * (m * k) := by
  constructor
  · intro i
    calc (rowSupport (A * B) i).card
        ≤ ((rowSupport A i).biUnion (fun j => rowSupport B j)).card :=
          Finset.card_le_card (rowSupport_mul_subset A B i)
      _ ≤ (rowSupport A i).card * k :=
          Finset.card_biUnion_le_card_mul _ _ _ (fun j _ => hB j)
      _ ≤ m * k := Nat.mul_le_mul_right k (hA i)
  · rw [card_productTriples]
    -- each row of `A` contributes at most `m * k` triples
    have hrow : ∀ i, ∑ j ∈ rowSupport A i, (rowSupport B j).card ≤ m * k := by
      intro i
      have h := Finset.sum_le_card_nsmul (rowSupport A i)
        (fun j => (rowSupport B j).card) k (fun j _ => hB j)
      rw [smul_eq_mul] at h
      exact h.trans (Nat.mul_le_mul_right k (hA i))
    calc ∑ i, ∑ j ∈ rowSupport A i, (rowSupport B j).card
        ≤ ∑ _i : ι, m * k := Finset.sum_le_sum fun i _ => hrow i
      _ = Fintype.card ι * (m * k) := by
          rw [Finset.sum_const, Finset.card_univ, smul_eq_mul]
```

Q: Give me numbers.

A: Take
$$A=\begin{pmatrix}1&1\\0&1\end{pmatrix},\quad B=\begin{pmatrix}1&0\\-1&0\end{pmatrix},\quad AB=\begin{pmatrix}0&0\\-1&0\end{pmatrix}.$$
Here $m=2$, $k=1$, $n=2$. The triples are $(1,1,1)$, $(1,2,1)$ and $(2,2,1)$: three, against a bound of four. The product's rows have zero and one nonzeros, against a bound of two. The first row cancels, but its multiplications still count.

In the smallest nontrivial case, $m=k=1$, there are at most $n$ multiplications, and two permutation matrices need exactly $n$.

Q: Purification multiplies repeatedly. What happens then?

A: Since $A^{p+1}=A^pA$, induction gives at most $m^p\cdot m=m^{p+1}$ nonzeros per row. It starts at $p=0$ with the identity, which has at most one.

```lean
/-- If each row of a square matrix has at most `m` nonzeros, each row of its `p`-th power
has at most `m ^ p`. -/
theorem sparse_pow [DecidableEq ι] {A : Matrix ι ι R} {m : ℕ}
    (hA : ∀ i, (rowSupport A i).card ≤ m) (p : ℕ) :
    ∀ i, (rowSupport (A ^ p) i).card ≤ m ^ p := by
  induction p with
  | zero =>
    intro i
    rw [pow_zero, pow_zero, ← Finset.card_singleton i]
    apply Finset.card_le_card
    intro j hj
    by_contra h
    exact mem_rowSupport.1 hj
      (Matrix.one_apply_ne (fun e => h (Finset.mem_singleton.2 e.symm)))
  | succ p ih =>
    intro i
    rw [pow_succ, pow_succ]
    exact (sparse_product ih hA).1 i
```

In an orthonormal basis, with $P$ scaled so that a filled orbital has occupation 1, a McWeeny step replaces $P$ by $3P^2-2P^3$. In an overlapping basis the overlap matrix also enters the products, a case not treated here. An entry of the result can be nonzero only where $P^2$ or $P^3$ is, so each row has at most $m^2+m^3$ nonzeros.

```lean
/-- One McWeeny purification step in the form for an orthonormal basis, `3 P² - 2 P³`. -/
def mcweenyStep [DecidableEq ι] (P : Matrix ι ι R) : Matrix ι ι R :=
  (3 : R) • P ^ 2 - (2 : R) • P ^ 3

/-- If each row of `P` has at most `m` nonzeros, each row after one McWeeny step has
at most `m ^ 2 + m ^ 3`. -/
theorem sparse_mcweenyStep [DecidableEq ι] {P : Matrix ι ι R} {m : ℕ}
    (hP : ∀ i, (rowSupport P i).card ≤ m) (i : ι) :
    (rowSupport (mcweenyStep P) i).card ≤ m ^ 2 + m ^ 3 := by
  have hsub : rowSupport (mcweenyStep P) i ⊆
      rowSupport (P ^ 2) i ∪ rowSupport (P ^ 3) i := by
    intro l hl
    by_contra h
    simp only [Finset.mem_union, mem_rowSupport, ne_eq, not_or, not_not] at h
    apply mem_rowSupport.1 hl
    simp only [mcweenyStep, Matrix.sub_apply, Matrix.smul_apply, h.1, h.2,
      smul_zero, sub_zero]
  exact (Finset.card_le_card hsub).trans ((Finset.card_union_le _ _).trans
    (Nat.add_le_add (sparse_pow hP 2 i) (sparse_pow hP 3 i)))
```

Q: So is purification linear scaling?

A: For a finite $P$ with exact zeros and $m$ fixed as the system grows, the multiplication count of each product in one step is bounded linearly in $n$. Over many steps the row bound itself grows, so these estimates alone do not keep $m$ fixed.

Q: Could a cleverer count improve on $mk$?

A: Not in general. Take sites $x=(x_1,x_2)$ on an $m\times k$ grid, with $m,k\ge1$. Let $A_{xy}=1$ when $y_2=x_2$ and $B_{xy}=1$ when $y_1=x_1$, all other entries being zero. Their rows have $m$ and $k$ nonzeros.

```lean
/-- The matrix on an `m × k` grid with entry one between sites that share
the second coordinate, and zero otherwise. -/
def hopFirst (m k : ℕ) : Matrix (Fin m × Fin k) (Fin m × Fin k) ℝ :=
  fun x y => if y.2 = x.2 then 1 else 0

/-- The matrix on an `m × k` grid with entry one between sites that share
the first coordinate, and zero otherwise. -/
def hopSecond (m k : ℕ) : Matrix (Fin m × Fin k) (Fin m × Fin k) ℝ :=
  fun x y => if y.1 = x.1 then 1 else 0
```

In $(AB)_{xy}=\sum_z A_{xz}B_{zy}$, only $z=(y_1,x_2)$ contributes, so every entry is $1$ and each row has $mk$ nonzeros. The exact formula gives $T=(mk)(mk)$, with $n=mk$ sites. Both bounds are attained. Lean isolates that one intermediate site with `Finset.sum_eq_single`.

```lean
/-- For the two grid matrices, with exactly `m` and `k` nonzeros per row, the product has
exactly `m * k` per row and the triples number `m * k` sites times `m * k`. -/
theorem sparse_product_sharp (m k : ℕ) :
    (∀ x, (rowSupport (hopFirst m k) x).card = m) ∧
    (∀ x, (rowSupport (hopSecond m k) x).card = k) ∧
    (∀ x, (rowSupport (hopFirst m k * hopSecond m k) x).card = m * k) ∧
    (productTriples (hopFirst m k) (hopSecond m k)).card = (m * k) * (m * k) := by
  have hA : ∀ x, (rowSupport (hopFirst m k) x).card = m := by
    intro x
    have h : rowSupport (hopFirst m k) x = univ ×ˢ {x.2} := by
      ext y
      rw [Finset.mem_product, mem_rowSupport]
      simp [hopFirst]
    rw [h, Finset.card_product]
    simp
  have hB : ∀ x, (rowSupport (hopSecond m k) x).card = k := by
    intro x
    have h : rowSupport (hopSecond m k) x = {x.1} ×ˢ univ := by
      ext y
      rw [Finset.mem_product, mem_rowSupport]
      simp [hopSecond]
    rw [h, Finset.card_product]
    simp
  -- exactly one intermediate site joins any two grid sites
  have hAB : ∀ x y, (hopFirst m k * hopSecond m k) x y = 1 := by
    intro x y
    rw [Matrix.mul_apply, Finset.sum_eq_single (y.1, x.2)]
    · simp [hopFirst, hopSecond]
    · intro z _ hz
      by_cases h1 : z.2 = x.2
      · by_cases h2 : y.1 = z.1
        · exact (hz (Prod.ext h2.symm h1)).elim
        · simp [hopSecond, h2]
      · simp [hopFirst, h1]
    · intro h
      exact absurd (Finset.mem_univ _) h
  refine ⟨hA, hB, ?_, ?_⟩
  · intro x
    have h : rowSupport (hopFirst m k * hopSecond m k) x = univ := by
      ext y
      simp [mem_rowSupport, hAB]
    rw [h, Finset.card_univ, Fintype.card_prod, Fintype.card_fin, Fintype.card_fin]
  · rw [card_productTriples]
    simp only [hB, Finset.sum_const, hA, smul_eq_mul, Finset.card_univ,
      Fintype.card_prod, Fintype.card_fin]

end

end SparseProduct
```

```lean
#print axioms SparseProduct.sparse_mcweenyStep
#print axioms SparseProduct.sparse_product_sharp
```

```
'SparseProduct.sparse_mcweenyStep' depends on axioms: [propext, Classical.choice, Quot.sound]
'SparseProduct.sparse_product_sharp' depends on axioms: [propext, Classical.choice, Quot.sound]
```
